# The double-boxcar signal of an exponential transient has its unique maximum at the emission rate ln(t₂/t₁)/(t₂ − t₁)

The signal is treated here as a function of the emission rate, with the two gate times held fixed, although an experiment varies the temperature. This separates a question about two exponentials from the question of how a defect emits carriers, and temperature enters only through a rate law, which is put to use in the last section. The rate \(e\) may be any real number. The physical rates \(e>0\) form part of that line, and the maximum turns out to lie among them.

The transient itself is idealised as a single exponential with unit amplitude. This describes one deep level with a constant emission rate per trapped carrier, without recapture and in a concentration small enough for the capacitance to respond linearly. A constant background capacitance cancels in the difference of two samples, and the amplitude, with its sign, is divided out. Each gate is taken to be a single instant, whereas a real boxcar averages over a gate of finite width, which can shift the maximum.

```lean
import Mathlib

open Set

namespace DoubleBoxcar

noncomputable section
```

## Two samples of one transient

Let \(t_1\) and \(t_2\) be the gate times, measured from the end of the filling pulse. The normalised transient at time \(t\) is \(\exp(-et)\), and the double-boxcar signal is the early sample minus the late one:

\[
S(e)=\exp(-e t_1)-\exp(-e t_2).
\]

```lean
/-- The double-boxcar signal: a normalised transient decaying at emission rate `e`,
sampled at gate time `t1`, minus the same transient sampled at `t2`. -/
def signal (t1 t2 e : ℝ) : ℝ := Real.exp (-(e * t1)) - Real.exp (-(e * t2))
```

In Lean the gate times come first, so `signal t1 t2` is the function \(S\) and `signal t1 t2 e` is its value at \(e\). The definition accepts any real gate times; the condition \(0<t_1<t_2\) appears as a pair of hypotheses, `h1` and `h12`, in the theorems that need it.

For a very slow emitter both samples are close to one, and for a very fast emitter both are close to zero. The signal is small in either case, and the rate at which it is largest follows from setting the slope to zero:

\[
t_2\exp(-e t_2)=t_1\exp(-e t_1)
\quad\Longleftrightarrow\quad
\exp\bigl(e(t_2-t_1)\bigr)=\frac{t_2}{t_1}.
\]

Taking the logarithm gives the candidate, called the rate window:

\[
e^*=\frac{\ln(t_2/t_1)}{t_2-t_1}.
\]

```lean
/-- The rate window `ln (t2 / t1) / (t2 - t1)` of the gate times `0 < t1 < t2`. -/
def peakRate (t1 t2 : ℝ) : ℝ := Real.log (t2 / t1) / (t2 - t1)
```

This definition only names the number. That it is the position of the maximum is proved below.

## The thermal rate law

For the temperature scan the emission rate is taken to be

\[
e_{\mathrm{th}}(T)=A\,T^2\exp\!\left(-\frac{E}{kT}\right),
\]

where \(T\) is the absolute temperature, \(E\) the activation energy of the level and \(k\) the Boltzmann constant. The factor \(T^2\) combines the thermal velocity, which grows as \(T^{1/2}\), with the effective density of states of a parabolic band, which grows as \(T^{3/2}\). The prefactor \(A\) collects the capture cross section, the effective mass and the degeneracy factors, all assumed independent of temperature. The law is postulated here, not derived from detailed balance.

```lean
/-- The thermal emission rate `A T² exp (-E / (k T))` of a deep level with activation
energy `E`, for temperature `T > 0` and Boltzmann constant `k > 0`. -/
def emissionRate (A E k T : ℝ) : ℝ := A * T ^ 2 * Real.exp (-(E / (k * T)))
```

The constants are plain real numbers, so the units must be consistent: \(E\) and \(kT\) in the same energy unit, and the rate in the inverse of the unit used for the gate times.

## The slope and its sign

The chain rule gives \(\frac{d}{de}\exp(-et)=-t\exp(-et)\) for each gate. Subtracting the late term from the early one,

\[
S'(e)=-t_1\exp(-e t_1)+t_2\exp(-e t_2)=t_2\exp(-e t_2)-t_1\exp(-e t_1).
\]

```lean
/-- The slope of the signal with respect to the emission rate is
`t2 exp (-e t2) - t1 exp (-e t1)`. -/
theorem hasDerivAt_signal (t1 t2 e : ℝ) :
    HasDerivAt (signal t1 t2)
      (t2 * Real.exp (-(e * t2)) - t1 * Real.exp (-(e * t1))) e := by
  have h (t : ℝ) : HasDerivAt (fun x : ℝ => Real.exp (-(x * t)))
      (-(t * Real.exp (-(e * t)))) e := by
    have h0 : HasDerivAt (fun x : ℝ => -(x * t)) (-(1 * t)) e :=
      ((hasDerivAt_id' e).mul_const t).fun_neg
    exact h0.exp.congr_deriv (by ring)
  have h2 := (h t1).fun_sub (h t2)
  exact h2.congr_deriv (by ring)
```

`HasDerivAt f f' e` says that the function `f` has derivative `f'` at the point `e`. The auxiliary statement `h` differentiates one exponential for an arbitrary gate time `t`. It is then used for `t1` and for `t2`, and the two results are subtracted. No ordering of the gate times is needed.

To find the sign, take out the faster decaying exponential. Since \(\exp(-e t_1)=\exp(-e t_2)\exp(e(t_2-t_1))\),

\[
S'(e)=\exp(-e t_2)\,\Bigl[t_2-t_1\exp\bigl(e(t_2-t_1)\bigr)\Bigr].
\]

The factor in front is positive, so the bracket decides. Because \(t_2-t_1>0\) and \(t_1>0\),

\[
e<e^*
\;\Longleftrightarrow\; e(t_2-t_1)<\ln\frac{t_2}{t_1}
\;\Longleftrightarrow\; \exp\bigl(e(t_2-t_1)\bigr)<\frac{t_2}{t_1}
\;\Longleftrightarrow\; t_1\exp\bigl(e(t_2-t_1)\bigr)<t_2 .
\]

Below \(e^*\) the bracket is therefore positive. The same chain with all inequalities reversed shows that it is negative above \(e^*\).

```lean
/-- For gate times `0 < t1 < t2` the slope `t2 exp (-e t2) - t1 exp (-e t1)` of the signal is
positive below the rate window and negative above it. -/
theorem slope_sign {t1 t2 : ℝ} (h1 : 0 < t1) (h12 : t1 < t2) (e : ℝ) :
    (e < peakRate t1 t2 → 0 < t2 * Real.exp (-(e * t2)) - t1 * Real.exp (-(e * t1))) ∧
    (peakRate t1 t2 < e → t2 * Real.exp (-(e * t2)) - t1 * Real.exp (-(e * t1)) < 0) := by
  have hd : 0 < t2 - t1 := sub_pos.2 h12
  have hr : 0 < t2 / t1 := div_pos (h1.trans h12) h1
  have hpos := Real.exp_pos (-(e * t2))
  -- pull out the faster decaying exponential
  have hfac : Real.exp (-(e * t1)) = Real.exp (-(e * t2)) * Real.exp (e * (t2 - t1)) := by
    rw [← Real.exp_add]
    congr 1
    ring
  rw [hfac]
  constructor
  · intro he
    have ha : e * (t2 - t1) < Real.log (t2 / t1) := (lt_div_iff₀ hd).1 he
    have hb := (lt_div_iff₀ h1).1 ((Real.lt_log_iff_exp_lt hr).1 ha)
    nlinarith [mul_pos hpos (sub_pos.2 hb)]
  · intro he
    have ha : Real.log (t2 / t1) < e * (t2 - t1) := (div_lt_iff₀ hd).1 he
    have hb := (div_lt_iff₀ h1).1 ((Real.log_lt_iff_lt_exp hr).1 ha)
    nlinarith [mul_pos hpos (sub_pos.2 hb)]
```

The theorem states two implications, one for each side of the rate window. In the proof, `hfac` is the factorisation, `ha` is the inequality between \(e(t_2-t_1)\) and the logarithm, and `hb` is the last inequality of the chain. The `nlinarith` step multiplies `hb` by the positive exponential, which returns the sign of the slope.

## One maximum

A continuous function whose slope is positive inside an interval increases strictly on the whole interval, endpoint included. Hence \(S\) increases strictly on \((-\infty,e^*]\), and by the same argument it decreases strictly on \([e^*,\infty)\). Any rate \(e\neq e^*\) lies on one of the two sides. If \(e<e^*\), the increase gives \(S(e)<S(e^*)\); if \(e>e^*\), the decrease gives the same inequality. Finally \(t_2/t_1>1\) makes the logarithm positive, and \(t_2-t_1>0\), so \(e^*>0\).

```lean
/-- For gate times `0 < t1 < t2` the rate window is positive, the signal increases strictly
up to it and decreases strictly beyond it, and every other rate gives a smaller signal. -/
theorem signal_unique_maximum {t1 t2 : ℝ} (h1 : 0 < t1) (h12 : t1 < t2) :
    0 < peakRate t1 t2 ∧
    StrictMonoOn (signal t1 t2) (Iic (peakRate t1 t2)) ∧
    StrictAntiOn (signal t1 t2) (Ici (peakRate t1 t2)) ∧
    ∀ e, e ≠ peakRate t1 t2 → signal t1 t2 e < signal t1 t2 (peakRate t1 t2) := by
  have hcont : Continuous (signal t1 t2) :=
    continuous_iff_continuousAt.2 fun e => (hasDerivAt_signal t1 t2 e).continuousAt
  -- the sign of the slope gives monotonicity on each side
  have hmono : StrictMonoOn (signal t1 t2) (Iic (peakRate t1 t2)) := by
    apply strictMonoOn_of_deriv_pos (convex_Iic _) hcont.continuousOn
    intro e he
    rw [interior_Iic] at he
    rw [(hasDerivAt_signal t1 t2 e).deriv]
    exact (slope_sign h1 h12 e).1 he
  have hanti : StrictAntiOn (signal t1 t2) (Ici (peakRate t1 t2)) := by
    apply strictAntiOn_of_deriv_neg (convex_Ici _) hcont.continuousOn
    intro e he
    rw [interior_Ici] at he
    rw [(hasDerivAt_signal t1 t2 e).deriv]
    exact (slope_sign h1 h12 e).2 he
  refine ⟨div_pos (Real.log_pos ((one_lt_div h1).2 h12)) (sub_pos.2 h12), hmono, hanti, ?_⟩
  intro e hne
  rcases lt_or_gt_of_ne hne with h | h
  · exact hmono (mem_Iic.2 h.le) (mem_Iic.2 le_rfl) h
  · exact hanti (mem_Ici.2 le_rfl) (mem_Ici.2 h.le) h
```

The conclusion has four parts. The first places the rate window among the physical rates. The second and third are the strict monotonicity statements, where `Iic` and `Ici` denote the closed half-lines below and above a point. The fourth says that every other real rate gives a strictly smaller signal, so the maximum is global and unique. Restricted to \(e>0\), this says that the signal rises on \((0,e^*]\), falls on \([e^*,\infty)\), and has no other maximum.

The proof obtains continuity from differentiability. The two monotonicity lemmas ask for the sign of the derivative only in the interior of each half-line, which is what `slope_sign` supplies. The final case distinction is the comparison made above.

## Where the window lies and how high the peak is

For every \(x>0\) with \(x\neq1\) one has \(\ln x<x-1\). Setting \(x=t_2/t_1\) gives

\[
\ln\frac{t_2}{t_1}<\frac{t_2}{t_1}-1=\frac{t_2-t_1}{t_1},
\qquad\text{so}\qquad e^*<\frac1{t_1}.
\]

Setting \(x=t_1/t_2\) gives \(-\ln(t_2/t_1)<t_1/t_2-1\), that is,

\[
\ln\frac{t_2}{t_1}>1-\frac{t_1}{t_2}=\frac{t_2-t_1}{t_2},
\qquad\text{so}\qquad e^*>\frac1{t_2}.
\]

The time constant \(1/e^*\) of the transient that gives the largest signal thus lies between the two gates.

```lean
/-- For gate times `0 < t1 < t2` the rate window lies strictly between the inverse
gate times. -/
theorem peakRate_between {t1 t2 : ℝ} (h1 : 0 < t1) (h12 : t1 < t2) :
    1 / t2 < peakRate t1 t2 ∧ peakRate t1 t2 < 1 / t1 := by
  have h2 : 0 < t2 := h1.trans h12
  have hd : 0 < t2 - t1 := sub_pos.2 h12
  unfold peakRate
  constructor
  · have hl := Real.log_lt_sub_one_of_pos (div_pos h1 h2) ((div_lt_one h2).2 h12).ne
    have hlog : Real.log (t2 / t1) = -Real.log (t1 / t2) := by
      rw [← Real.log_inv, inv_div]
    have he : 1 / t2 * (t2 - t1) = 1 - t1 / t2 := by field_simp
    rw [lt_div_iff₀ hd, he, hlog]
    linarith
  · have hl := Real.log_lt_sub_one_of_pos (div_pos h2 h1) ((one_lt_div h1).2 h12).ne'
    have he : 1 / t1 * (t2 - t1) = t2 / t1 - 1 := by field_simp
    rw [div_lt_iff₀ hd, he]
    exact hl
```

Each half of the proof applies the logarithm inequality as `hl`, rewrites the bound multiplied by \(t_2-t_1\) as `he`, and compares the two. The lower bound also needs `hlog`, the identity \(\ln(t_2/t_1)=-\ln(t_1/t_2)\).

For the peak height write \(r=t_2/t_1\). Dividing numerator and denominator of \(e^*t_1\) by \(t_1\),

\[
e^*t_1=\frac{t_1\ln r}{t_2-t_1}=\frac{\ln r}{r-1}.
\]

The definition of \(e^*\) also gives \(e^*(t_2-t_1)=\ln r\), hence \(e^*t_2=e^*t_1+\ln r\) and \(\exp(-e^*t_2)=\exp(-e^*t_1)/r\). At the rate window the transient falls by exactly the factor \(r\) between the gates, and

\[
S(e^*)=\exp(-e^*t_1)-\frac{\exp(-e^*t_1)}{r}
=\left(1-\frac1r\right)\exp\!\left(-\frac{\ln r}{r-1}\right).
\]

```lean
/-- For gate times `0 < t1 < t2` the signal at the rate window is a function of the
ratio `t2 / t1` alone. -/
theorem signal_peak_height {t1 t2 : ℝ} (h1 : 0 < t1) (h12 : t1 < t2) :
    signal t1 t2 (peakRate t1 t2) =
      (1 - (t2 / t1)⁻¹) * Real.exp (-(Real.log (t2 / t1) / (t2 / t1 - 1))) := by
  have hr : 0 < t2 / t1 := div_pos (h1.trans h12) h1
  have hd : t2 - t1 ≠ 0 := (sub_pos.2 h12).ne'
  have ha : peakRate t1 t2 * t1 = Real.log (t2 / t1) / (t2 / t1 - 1) := by
    have he : t2 / t1 - 1 = (t2 - t1) / t1 := by
      rw [sub_div, div_self h1.ne']
    rw [he, div_div_eq_mul_div, peakRate, div_mul_eq_mul_div]
  have hw : peakRate t1 t2 * (t2 - t1) = Real.log (t2 / t1) := div_mul_cancel₀ _ hd
  -- at the rate window the late sample is the early one multiplied by t1 / t2
  have hb : -(peakRate t1 t2 * t2) = -(peakRate t1 t2 * t1) + -Real.log (t2 / t1) := by
    linear_combination -hw
  rw [signal, hb, Real.exp_add, Real.exp_neg (Real.log (t2 / t1)), Real.exp_log hr, ha]
  ring
```

The right-hand side contains the gate times only through their ratio. Stretching both gates by a common factor therefore moves the window to a lower rate without changing the normalised peak height. For \(r=2\) the height is \(\tfrac12\exp(-\ln2)=\tfrac14\). In the proof, `ha` is the formula for \(e^*t_1\), `hw` is \(e^*(t_2-t_1)=\ln r\), and `hb` splits the exponent at the late gate.

## From emission rate to temperature

Take two temperatures \(0<x<y\), with \(A>0\), \(k>0\) and \(E\ge0\). Then

\[
A x^2<A y^2,
\qquad
\frac{E}{ky}\le\frac{E}{kx},
\qquad
\exp\!\left(-\frac{E}{kx}\right)\le\exp\!\left(-\frac{E}{ky}\right).
\]

All factors are positive, so multiplying the first inequality by the third gives \(e_{\mathrm{th}}(x)<e_{\mathrm{th}}(y)\). The factor \(T^2\) provides the strictness, which is why \(E=0\) is allowed.

```lean
/-- With positive prefactor and Boltzmann constant and non-negative activation energy, the
thermal emission rate increases strictly with temperature on `T > 0`. -/
theorem emissionRate_strictMonoOn {A E k : ℝ} (hA : 0 < A) (hE : 0 ≤ E) (hk : 0 < k) :
    StrictMonoOn (emissionRate A E k) (Ioi 0) := by
  intro x hx y hy hxy
  have hx' : 0 < x := hx
  have hy' : 0 < y := hy
  have hle : x ≤ y := hxy.le
  have hq : E / (k * y) ≤ E / (k * x) := by gcongr
  have hsq : A * x ^ 2 < A * y ^ 2 := by gcongr
  exact mul_lt_mul hsq (Real.exp_le_exp.2 (neg_le_neg hq)) (Real.exp_pos _) (by positivity)
```

`Ioi 0` is the set of positive temperatures. The steps `hsq` and `hq` are the first two inequalities, and the last line turns `hq` into the inequality between exponentials and multiplies.

Now let \(T_p>0\) be a temperature at which the level emits at the window rate, \(e_{\mathrm{th}}(T_p)=e^*\). If \(T>0\) and \(T\neq T_p\), strict monotonicity gives \(e_{\mathrm{th}}(T)\neq e^*\). The unique maximum in the rate then yields

\[
S\bigl(e_{\mathrm{th}}(T)\bigr)<S(e^*)=S\bigl(e_{\mathrm{th}}(T_p)\bigr).
\]

```lean
/-- In a temperature scan with gate times `0 < t1 < t2`, `A, k > 0` and `E ≥ 0`, a
temperature `Tp > 0` at which the emission rate equals the rate window gives a larger signal
than any other positive temperature. -/
theorem temperature_scan_peak {t1 t2 A E k Tp : ℝ} (h1 : 0 < t1) (h12 : t1 < t2)
    (hA : 0 < A) (hE : 0 ≤ E) (hk : 0 < k) (hTp : 0 < Tp)
    (hp : emissionRate A E k Tp = peakRate t1 t2) {T : ℝ} (hT : 0 < T) (hne : T ≠ Tp) :
    signal t1 t2 (emissionRate A E k T) < signal t1 t2 (emissionRate A E k Tp) := by
  have hinj := (emissionRate_strictMonoOn hA hE hk).injOn
  rw [hp]
  -- a different temperature means a different emission rate
  apply (signal_unique_maximum h1 h12).2.2.2
  intro h
  exact hne (hinj (mem_Ioi.2 hT) (mem_Ioi.2 hTp) (h.trans hp.symm))

end

end DoubleBoxcar
```

The hypothesis `hp` is the matching condition \(e_{\mathrm{th}}(T_p)=e^*\), and the existence of such a temperature is assumed. It would follow from a separate continuity argument, since the rate law tends to zero as \(T\to0^+\) and grows without bound as \(T\to\infty\). The proof uses `hinj`, the injectivity that comes with strict monotonicity, to exclude a second temperature with the same rate, and then applies the fourth part of `signal_unique_maximum`.

For a single level with an exponential transient sampled at two instants, a temperature-independent amplitude and this rate law, the peak of a deep-level spectrum thus assigns the known rate \(e^*\) to the measured temperature \(T_p\). Such pairs, taken with different gate times, are the data from which an Arrhenius analysis extracts the activation energy. Overlapping levels, non-exponential transients, gates of finite width and an amplitude that varies with temperature can shift the peak, and the model does not cover them.

```lean
#print axioms DoubleBoxcar.signal_unique_maximum
-- 'DoubleBoxcar.signal_unique_maximum' depends on axioms: [propext, Classical.choice, Quot.sound]
#print axioms DoubleBoxcar.peakRate_between
-- 'DoubleBoxcar.peakRate_between' depends on axioms: [propext, Classical.choice, Quot.sound]
#print axioms DoubleBoxcar.signal_peak_height
-- 'DoubleBoxcar.signal_peak_height' depends on axioms: [propext, Classical.choice, Quot.sound]
#print axioms DoubleBoxcar.temperature_scan_peak
-- 'DoubleBoxcar.temperature_scan_peak' depends on axioms: [propext, Classical.choice, Quot.sound]
```
